# A t^(9/2) term in the short-time step-field dipole of an oscillator-strength tail w^(-7/2)

Take the integral

D(t) = ∫_{w>1} w^(-11/2) (1 - cos wt) dw

and expand the cosine under the integral sign. The t² term needs ∫ w^(-7/2) dw and the t⁴ term needs ∫ w^(-3/2) dw, and both converge. The t⁶ term needs ∫ w^(1/2) dw, which diverges, so the expansion breaks down after t⁴.

I read D(t) as the linear-response dipole after a constant field is switched on at t = 0, for an oscillator-strength density w^(-7/2) above a cutoff. Scaling suggests that the next term is a positive constant times t^(9/2). Can this be made rigorous and checked in Lean, with the constant identified and for any positive cutoff?

## Subtracting two powers and rescaling the frequency

Yes. For a cutoff Ω > 0, let D(t) now denote the same integral over w > Ω. Write

R(u) = 1 - cos u - u²/2 + u⁴/24

g(u) = u^(-11/2) R(u)

K = ∫_{u>0} g(u) du.

First we bound R for u > 0. Start from sin u < u and integrate from 0 three times:

cos u - 1 + u²/2 > 0

sin u - u + u³/6 > 0

R(u) > 0.

The last line says that cos u - 1 + u²/2 < u⁴/24. Integrating this twice gives

sin u - u + u³/6 < u⁵/120

R(u) < u⁶/720.

The first of the three inequalities also gives R(u) < u⁴/24. Hence g(u) is below u^(1/2)/720, which is integrable near zero, and below u^(-3/2)/24, which is integrable at infinity. So K is finite, and it is positive because g is.

Next, insert 1 - cos wt = (wt)²/2 - (wt)⁴/24 + R(wt) into D(t). The two power integrals are

∫_{w>Ω} w^(-7/2) dw = (2/5) Ω^(-5/2)

∫_{w>Ω} w^(-3/2) dw = 2 Ω^(-1/2).

In the remaining integral substitute u = wt, so that w^(-11/2) dw = t^(9/2) u^(-11/2) du. For every t > 0 this gives the exact identity

D(t) - Ω^(-5/2) t²/5 + Ω^(-1/2) t⁴/12 = t^(9/2) ∫_{u>Ωt} g(u) du.

The integral on the right differs from K by the piece over 0 < u ≤ Ωt. Since g ≤ 1 on (0, 1], that piece is at most Ωt once Ωt ≤ 1. Dividing by t^(9/2) and letting t decrease to 0 therefore gives K, whatever the cutoff. Dividing by t⁵ = t^(9/2) √t instead leaves a factor 1/√t multiplying something that tends to K > 0, so that ratio diverges.

Here is the complete file.

```lean
import Mathlib

open MeasureTheory Set Filter Topology

namespace StepDipoleNonanalytic

noncomputable section

/-- The cosine remainder `1 - cos u - u²/2 + u⁴/24`. -/
def cosRemainder (u : ℝ) : ℝ := 1 - Real.cos u - u ^ 2 / 2 + u ^ 4 / 24

/-- The scaled integrand `u^(-11/2) (1 - cos u - u²/2 + u⁴/24)`, for `u > 0`. -/
def tailIntegrand (u : ℝ) : ℝ := u ^ (-(11 / 2) : ℝ) * cosRemainder u

/-- The dipole at time `t` after a step field is switched on, for an oscillator-strength
tail `w^(-7/2)` above the cutoff frequency `Ω > 0`. -/
def stepDipole (Ω t : ℝ) : ℝ :=
  ∫ w in Ioi Ω, w ^ (-(11 / 2) : ℝ) * (1 - Real.cos (w * t))

/-- The integral of the scaled integrand over all `u > 0`. -/
def nonanalyticCoeff : ℝ := ∫ u in Ioi (0 : ℝ), tailIntegrand u

/-- A function that vanishes at zero and has positive slope for positive arguments is
positive there. -/
theorem pos_of_slope_pos {f f' : ℝ → ℝ} (h0 : f 0 = 0)
    (hd : ∀ x, HasDerivAt f (f' x) x) (hp : ∀ x, 0 < x → 0 < f' x) :
    ∀ x, 0 < x → 0 < f x := by
  intro x hx
  have hm : StrictMonoOn f (Ici 0) := by
    apply strictMonoOn_of_deriv_pos (convex_Ici 0)
    · exact fun y _ => (hd y).continuousAt.continuousWithinAt
    · intro y hy
      rw [interior_Ici] at hy
      rw [(hd y).deriv]
      exact hp y hy
  have h := hm (mem_Ici.2 le_rfl) (mem_Ici.2 hx.le) hx
  rwa [h0] at h

/-- For `u > 0` the cosine remainder is positive and bounded by `u⁶/720` and by `u⁴/24`. -/
theorem cosRemainder_bounds {u : ℝ} (hu : 0 < u) :
    0 < cosRemainder u ∧ cosRemainder u ≤ u ^ 6 / 720 ∧ cosRemainder u ≤ u ^ 4 / 24 := by
  have d2 : ∀ y : ℝ, HasDerivAt (fun x : ℝ => Real.cos x - 1 + x ^ 2 / 2)
      (y - Real.sin y) y := fun y =>
    (((Real.hasDerivAt_cos y).sub_const 1).fun_add
      ((hasDerivAt_pow 2 y).div_const 2)).congr_deriv (by norm_num; ring)
  have d3 : ∀ y : ℝ, HasDerivAt (fun x : ℝ => Real.sin x - x + x ^ 3 / 6)
      (Real.cos y - 1 + y ^ 2 / 2) y := fun y =>
    (((Real.hasDerivAt_sin y).fun_sub (hasDerivAt_id' y)).fun_add
      ((hasDerivAt_pow 3 y).div_const 6)).congr_deriv (by norm_num; ring)
  have d4 : ∀ y : ℝ, HasDerivAt (fun x : ℝ => 1 - Real.cos x - x ^ 2 / 2 + x ^ 4 / 24)
      (Real.sin y - y + y ^ 3 / 6) y := fun y =>
    ((((Real.hasDerivAt_cos y).const_sub 1).fun_sub
      ((hasDerivAt_pow 2 y).div_const 2)).fun_add
      ((hasDerivAt_pow 4 y).div_const 24)).congr_deriv (by norm_num; ring)
  have d5 : ∀ y : ℝ, HasDerivAt (fun x : ℝ => x ^ 5 / 120 - (Real.sin x - x + x ^ 3 / 6))
      (y ^ 4 / 24 - (Real.cos y - 1 + y ^ 2 / 2)) y := fun y =>
    (((hasDerivAt_pow 5 y).div_const 120).fun_sub (d3 y)).congr_deriv (by norm_num; ring)
  have d6 : ∀ y : ℝ, HasDerivAt
      (fun x : ℝ => x ^ 6 / 720 - (1 - Real.cos x - x ^ 2 / 2 + x ^ 4 / 24))
      (y ^ 5 / 120 - (Real.sin y - y + y ^ 3 / 6)) y := fun y =>
    (((hasDerivAt_pow 6 y).div_const 720).fun_sub (d4 y)).congr_deriv (by norm_num; ring)
  -- climb the Taylor ladder, starting from sin y < y
  have h2 := pos_of_slope_pos (by simp) d2 (fun y hy => by linarith [Real.sin_lt hy])
  have h3 := pos_of_slope_pos (by simp) d3 h2
  have h4 := pos_of_slope_pos (by simp) d4 h3
  have h5 := pos_of_slope_pos (by simp) d5 (fun y hy => by linarith [h4 y hy])
  have h6 := pos_of_slope_pos (by simp) d6 h5
  unfold cosRemainder
  exact ⟨h4 u hu, by linarith [h6 u hu], by linarith [h2 u hu]⟩

private theorem rpow_mul_pow {u : ℝ} (hu : 0 < u) (a : ℝ) (n : ℕ) :
    u ^ a * u ^ n = u ^ (a + (n : ℝ)) := by
  rw [Real.rpow_add hu, Real.rpow_natCast]

private theorem tailIntegrand_pos {u : ℝ} (hu : 0 < u) : 0 < tailIntegrand u :=
  mul_pos (Real.rpow_pos_of_pos hu _) (cosRemainder_bounds hu).1

private theorem tailIntegrand_le_one {u : ℝ} (hu : 0 < u) (hu1 : u ≤ 1) :
    tailIntegrand u ≤ 1 := by
  calc tailIntegrand u ≤ u ^ (-(11 / 2) : ℝ) * u ^ 6 :=
        mul_le_mul_of_nonneg_left
          (by linarith [(cosRemainder_bounds hu).2.1, pow_pos hu 6])
          (Real.rpow_nonneg hu.le _)
    _ = u ^ (1 / 2 : ℝ) := by rw [rpow_mul_pow hu]; norm_num
    _ ≤ 1 := Real.rpow_le_one hu.le hu1 (by norm_num)

/-- The integral of the scaled integrand over `u > 0` converges. -/
theorem tailIntegrand_integrable : IntegrableOn tailIntegrand (Ioi 0) := by
  have hc : Continuous cosRemainder := by unfold cosRemainder; fun_prop
  have hm : Measurable tailIntegrand :=
    (measurable_id.pow_const (-(11 / 2) : ℝ)).mul hc.measurable
  rw [← Ioc_union_Ioi_eq_Ioi (zero_le_one' ℝ)]
  refine IntegrableOn.union ?_ ?_
  · -- near zero the integrand is bounded
    have hg : IntegrableOn (fun _ : ℝ => (1 : ℝ)) (Ioc 0 1) :=
      continuous_const.integrableOn_Ioc
    refine Integrable.mono' hg hm.aestronglyMeasurable
      (ae_restrict_of_forall_mem measurableSet_Ioc fun u hu => ?_)
    rw [Real.norm_of_nonneg (tailIntegrand_pos hu.1).le]
    exact tailIntegrand_le_one hu.1 hu.2
  · -- at infinity it decays like u^(-3/2)
    have hg : IntegrableOn (fun u : ℝ => u ^ (-(3 / 2) : ℝ)) (Ioi 1) :=
      integrableOn_Ioi_rpow_of_lt (by norm_num) one_pos
    refine Integrable.mono' hg hm.aestronglyMeasurable
      (ae_restrict_of_forall_mem measurableSet_Ioi fun u hu => ?_)
    have hu0 : 0 < u := one_pos.trans hu
    rw [Real.norm_of_nonneg (tailIntegrand_pos hu0).le]
    calc tailIntegrand u ≤ u ^ (-(11 / 2) : ℝ) * u ^ 4 :=
          mul_le_mul_of_nonneg_left
            (by linarith [(cosRemainder_bounds hu0).2.2, pow_pos hu0 4])
            (Real.rpow_nonneg hu0.le _)
      _ = u ^ (-(3 / 2) : ℝ) := by rw [rpow_mul_pow hu0]; norm_num

/-- The integral of the scaled integrand over `u > 0` is positive. -/
theorem nonanalyticCoeff_pos : 0 < nonanalyticCoeff := by
  unfold nonanalyticCoeff
  rw [setIntegral_pos_iff_support_of_nonneg_ae
    (ae_restrict_of_forall_mem measurableSet_Ioi fun u hu => (tailIntegrand_pos hu).le)
    tailIntegrand_integrable]
  have hv : 0 < volume (Ioi (0 : ℝ)) := by simp
  exact hv.trans_le (measure_mono fun u hu => ⟨(tailIntegrand_pos hu).ne', hu⟩)

/-- The integral defining the step-field dipole converges at every time. -/
theorem stepDipole_integrable {Ω : ℝ} (hΩ : 0 < Ω) (t : ℝ) :
    IntegrableOn (fun w : ℝ => w ^ (-(11 / 2) : ℝ) * (1 - Real.cos (w * t))) (Ioi Ω) := by
  have hc : Continuous fun w : ℝ => 1 - Real.cos (w * t) := by fun_prop
  have hm : Measurable fun w : ℝ => w ^ (-(11 / 2) : ℝ) * (1 - Real.cos (w * t)) :=
    (measurable_id.pow_const (-(11 / 2) : ℝ)).mul hc.measurable
  have hg : IntegrableOn (fun w : ℝ => 2 * w ^ (-(11 / 2) : ℝ)) (Ioi Ω) :=
    (integrableOn_Ioi_rpow_of_lt (by norm_num) hΩ).const_mul 2
  refine Integrable.mono' hg hm.aestronglyMeasurable
    (ae_restrict_of_forall_mem measurableSet_Ioi fun w hw => ?_)
  have hW : 0 ≤ w ^ (-(11 / 2) : ℝ) := Real.rpow_nonneg (hΩ.trans hw).le _
  rw [Real.norm_of_nonneg (mul_nonneg hW (by linarith [Real.cos_le_one (w * t)]))]
  nlinarith [mul_nonneg hW (by linarith [Real.neg_one_le_cos (w * t)] :
    0 ≤ 1 + Real.cos (w * t))]

/-- With its `t²` and `t⁴` terms removed, the dipole equals `t^(9/2)` times the integral of
the scaled integrand over `u > Ω t`. -/
theorem stepDipole_expansion {Ω t : ℝ} (hΩ : 0 < Ω) (ht : 0 < t) :
    stepDipole Ω t - Ω ^ (-(5 / 2) : ℝ) / 5 * t ^ 2 + Ω ^ (-(1 / 2) : ℝ) / 12 * t ^ 4
      = t ^ (9 / 2 : ℝ) * ∫ u in Ioi (Ω * t), tailIntegrand u := by
  have i1 := stepDipole_integrable hΩ t
  have i2 : IntegrableOn (fun w : ℝ => t ^ 2 / 2 * w ^ (-(7 / 2) : ℝ)) (Ioi Ω) :=
    (integrableOn_Ioi_rpow_of_lt (by norm_num) hΩ).const_mul _
  have i3 : IntegrableOn (fun w : ℝ => t ^ 4 / 24 * w ^ (-(3 / 2) : ℝ)) (Ioi Ω) :=
    (integrableOn_Ioi_rpow_of_lt (by norm_num) hΩ).const_mul _
  have i12 : IntegrableOn (fun w : ℝ => w ^ (-(11 / 2) : ℝ) * (1 - Real.cos (w * t))
      - t ^ 2 / 2 * w ^ (-(7 / 2) : ℝ)) (Ioi Ω) := i1.sub i2
  have e : ∫ w in Ioi Ω, t ^ (11 / 2 : ℝ) * tailIntegrand (w * t)
      = stepDipole Ω t - (∫ w in Ioi Ω, t ^ 2 / 2 * w ^ (-(7 / 2) : ℝ))
        + ∫ w in Ioi Ω, t ^ 4 / 24 * w ^ (-(3 / 2) : ℝ) := by
    unfold stepDipole
    rw [← integral_sub i1 i2, ← integral_add i12 i3]
    refine setIntegral_congr_fun measurableSet_Ioi fun w hw => ?_
    have hw0 : 0 < w := hΩ.trans hw
    have p2 : w ^ (-(7 / 2) : ℝ) = w ^ (-(11 / 2) : ℝ) * w ^ 2 := by
      rw [rpow_mul_pow hw0]; norm_num
    have p4 : w ^ (-(3 / 2) : ℝ) = w ^ (-(11 / 2) : ℝ) * w ^ 4 := by
      rw [rpow_mul_pow hw0]; norm_num
    have pt : t ^ (11 / 2 : ℝ) * t ^ (-(11 / 2) : ℝ) = 1 := by
      rw [← Real.rpow_add ht]; norm_num
    simp only [tailIntegrand, cosRemainder]
    rw [Real.mul_rpow hw0.le ht.le, p2, p4]
    linear_combination (w ^ (-(11 / 2) : ℝ) *
      (1 - Real.cos (w * t) - (w * t) ^ 2 / 2 + (w * t) ^ 4 / 24)) * pt
  have j2 : ∫ w in Ioi Ω, w ^ (-(7 / 2) : ℝ) = 2 / 5 * Ω ^ (-(5 / 2) : ℝ) := by
    rw [integral_Ioi_rpow_of_lt (show (-(7 / 2) : ℝ) < -1 by norm_num) hΩ,
      show (-(7 / 2) : ℝ) + 1 = -(5 / 2) by norm_num]
    ring
  have j3 : ∫ w in Ioi Ω, w ^ (-(3 / 2) : ℝ) = 2 * Ω ^ (-(1 / 2) : ℝ) := by
    rw [integral_Ioi_rpow_of_lt (show (-(3 / 2) : ℝ) < -1 by norm_num) hΩ,
      show (-(3 / 2) : ℝ) + 1 = -(1 / 2) by norm_num]
    ring
  have pt : t ^ (11 / 2 : ℝ) * t⁻¹ = t ^ (9 / 2 : ℝ) := by
    rw [← Real.rpow_neg_one t, ← Real.rpow_add ht]; norm_num
  -- substitute u = w t
  simp only [integral_const_mul] at e
  rw [integral_comp_mul_right_Ioi tailIntegrand Ω ht, j2, j3, smul_eq_mul] at e
  linear_combination -e + (∫ u in Ioi (Ω * t), tailIntegrand u) * pt

private theorem tail_error {a : ℝ} (ha : 0 ≤ a) (ha1 : a ≤ 1) :
    |(∫ u in Ioi a, tailIntegrand u) - nonanalyticCoeff| ≤ a := by
  have hd : Disjoint (Ioc 0 a) (Ioi a) := disjoint_left.2 fun x hx hx' => by
    have h : a < x := hx'
    linarith [hx.2]
  have hs : nonanalyticCoeff
      = (∫ u in Ioc 0 a, tailIntegrand u) + ∫ u in Ioi a, tailIntegrand u := by
    unfold nonanalyticCoeff
    rw [← setIntegral_union hd measurableSet_Ioi
      (tailIntegrand_integrable.mono_set Ioc_subset_Ioi_self)
      (tailIntegrand_integrable.mono_set (Ioi_subset_Ioi ha)), Ioc_union_Ioi_eq_Ioi ha]
  have hb : ‖∫ u in Ioc 0 a, tailIntegrand u‖ ≤ 1 * volume.real (Ioc 0 a) :=
    norm_setIntegral_le_of_norm_le_const (by simp) fun u hu => by
      rw [Real.norm_of_nonneg (tailIntegrand_pos hu.1).le]
      exact tailIntegrand_le_one hu.1 (hu.2.trans ha1)
  have hv : volume.real (Ioc 0 a) = a := by simp [Measure.real, ha]
  rw [hv, Real.norm_eq_abs, abs_le] at hb
  rw [hs, abs_le]
  constructor <;> linarith [hb.1, hb.2]

/-- As `t` decreases to zero, the dipole without its `t²` and `t⁴` terms, divided by
`t^(9/2)`, tends to a coefficient that does not depend on the cutoff. -/
theorem stepDipole_nonanalytic_term {Ω : ℝ} (hΩ : 0 < Ω) :
    Tendsto (fun t : ℝ => (stepDipole Ω t - Ω ^ (-(5 / 2) : ℝ) / 5 * t ^ 2
      + Ω ^ (-(1 / 2) : ℝ) / 12 * t ^ 4) / t ^ (9 / 2 : ℝ))
      (𝓝[>] 0) (𝓝 nonanalyticCoeff) := by
  have h0 : Tendsto (fun t : ℝ => Ω * t) (𝓝[>] 0) (𝓝 0) := by
    have h : Tendsto (fun t : ℝ => Ω * t) (𝓝 0) (𝓝 (Ω * 0)) :=
      (continuous_const.mul continuous_id).tendsto 0
    rw [mul_zero] at h
    exact h.mono_left nhdsWithin_le_nhds
  rw [tendsto_iff_norm_sub_tendsto_zero]
  refine squeeze_zero' (Eventually.of_forall fun _ => norm_nonneg _) ?_ h0
  filter_upwards [self_mem_nhdsWithin, h0.eventually (eventually_le_nhds zero_lt_one)]
    with t ht ht1
  have ht0 : 0 < t := ht
  rw [stepDipole_expansion hΩ ht0,
    mul_div_cancel_left₀ _ (Real.rpow_pos_of_pos ht0 _).ne', Real.norm_eq_abs]
  exact tail_error (mul_pos hΩ ht0).le ht1

/-- For unit cutoff, `(D(t) - t²/5 + t⁴/12) / t^(9/2)` tends to the integral of
`u^(-11/2) (1 - cos u - u²/2 + u⁴/24)` over `u > 0` as `t` decreases to zero. -/
theorem stepDipole_unit_cutoff :
    Tendsto (fun t : ℝ => (stepDipole 1 t - t ^ 2 / 5 + t ^ 4 / 12) / t ^ (9 / 2 : ℝ))
      (𝓝[>] 0) (𝓝 (∫ u in Ioi (0 : ℝ),
        u ^ (-(11 / 2) : ℝ) * (1 - Real.cos u - u ^ 2 / 2 + u ^ 4 / 24))) :=
  (stepDipole_nonanalytic_term one_pos).congr fun t => by
    simp only [Real.one_rpow]
    ring

/-- The dipole without its `t²` and `t⁴` terms, divided by `t⁵`, grows without bound as `t`
decreases to zero. -/
theorem stepDipole_no_fifth_order {Ω : ℝ} (hΩ : 0 < Ω) :
    Tendsto (fun t : ℝ => (stepDipole Ω t - Ω ^ (-(5 / 2) : ℝ) / 5 * t ^ 2
      + Ω ^ (-(1 / 2) : ℝ) / 12 * t ^ 4) / t ^ 5) (𝓝[>] 0) atTop := by
  have h0 : Tendsto Real.sqrt (𝓝[>] 0) (𝓝 0) := by
    have h := Real.continuous_sqrt.tendsto 0
    rw [Real.sqrt_zero] at h
    exact h.mono_left nhdsWithin_le_nhds
  have hpos : ∀ᶠ t : ℝ in 𝓝[>] 0, Real.sqrt t ∈ Ioi (0 : ℝ) := by
    filter_upwards [self_mem_nhdsWithin] with t ht
    exact Real.sqrt_pos.2 ht
  have hs : Tendsto (fun t : ℝ => (Real.sqrt t)⁻¹) (𝓝[>] 0) atTop :=
    tendsto_inv_nhdsGT_zero.comp (tendsto_nhdsWithin_iff.2 ⟨h0, hpos⟩)
  refine ((stepDipole_nonanalytic_term hΩ).pos_mul_atTop nonanalyticCoeff_pos hs).congr' ?_
  filter_upwards [self_mem_nhdsWithin] with t ht
  have ht0 : 0 < t := ht
  have h5 : t ^ 5 = t ^ (9 / 2 : ℝ) * Real.sqrt t := by
    rw [Real.sqrt_eq_rpow, ← Real.rpow_add ht0, ← Real.rpow_natCast]
    norm_num
  rw [h5, div_mul_eq_div_div, div_eq_mul_inv _ (Real.sqrt t)]

end

end StepDipoleNonanalytic
```

```lean
#print axioms StepDipoleNonanalytic.stepDipole_integrable
-- 'StepDipoleNonanalytic.stepDipole_integrable' depends on axioms: [propext, Classical.choice, Quot.sound]
#print axioms StepDipoleNonanalytic.stepDipole_unit_cutoff
-- 'StepDipoleNonanalytic.stepDipole_unit_cutoff' depends on axioms: [propext, Classical.choice, Quot.sound]
#print axioms StepDipoleNonanalytic.stepDipole_no_fifth_order
-- 'StepDipoleNonanalytic.stepDipole_no_fifth_order' depends on axioms: [propext, Classical.choice, Quot.sound]
```

## The dipole model and its limits in Lean

`stepDipole Ω t` is D(t), with `Ioi Ω` the frequencies w > Ω. Its weight w^(-11/2) is the oscillator-strength density w^(-7/2) divided by the w² of the static response. Field strength and tail amplitude are set to one. `cosRemainder`, `tailIntegrand` and `nonanalyticCoeff` are R, g and K.

The main theorem, `stepDipole_nonanalytic_term`, says that for every Ω > 0 the dipole without its t² and t⁴ terms, divided by t^(9/2), tends to K. The filter `𝓝[>] 0` means that t approaches zero through positive values. `stepDipole_unit_cutoff` is the case Ω = 1 with the integral for K written out, and `nonanalyticCoeff_pos` says that K > 0. `stepDipole_no_fifth_order` says that the same remainder divided by t⁵ tends to `atTop`, that is, to +∞.

Lean assigns the value 0 to a divergent integral, so `tailIntegrand_integrable` and `stepDipole_integrable` matter: they show that K and D(t) are genuine convergent integrals.

The tail is assumed, not derived from a Hamiltonian. It stands for the high-frequency absorption of an s electron near a point nucleus, in the nonrelativistic dipole approximation. Strength below Ω and corrections to the pure power law are left out.

The result bears on arguments in time-dependent density functional theory that match Taylor coefficients in time: in this linear-response model with a pure power-law tail, the field is constant after switch-on, yet no t⁵ term can account for what remains of the dipole after t⁴.

## From the cosine bounds to the limit

`pos_of_slope_pos` replaces each integration from 0: a function that vanishes at zero and has positive slope for positive arguments is positive there. In `cosRemainder_bounds`, the facts `d2` to `d6` supply the derivatives, and `h2` to `h6` are the successive inequalities derived above.

`tailIntegrand_pos` and `tailIntegrand_le_one` carry these bounds over to g, with `rpow_mul_pow` combining the exponents. `tailIntegrand_integrable` splits the half-line at u = 1 and compares g with 1 on the left and with u^(-3/2) on the right. For `nonanalyticCoeff_pos`, the integral of a nonnegative function is positive because the function is nonzero on a set of positive measure. `stepDipole_integrable` compares the dipole integrand with 2w^(-11/2).

`stepDipole_expansion` is the exact identity. Its step `e` combines the three integrals into one, `j2` and `j3` evaluate the two power integrals, and `integral_comp_mul_right_Ioi` performs the substitution u = wt. The final `linear_combination` collects the powers of t.

`tail_error` splits K at a = Ωt and bounds the missing piece by a. In the main theorem, `squeeze_zero'` then traps the distance to K between 0 and Ωt. For the divergence, `pos_mul_atTop` multiplies the positive limit K by 1/√t, which tends to infinity.
